# The determinant of two Hückel fragments joined by one bond

In Hückel's model of non-interacting electrons, two finite fragments with matrices `M` and `N` are joined by a single bond, entered as `s` in both directions between site `u` of the first and site `w` of the second. `det_linked` says that the determinant of the joined matrix is det `M` · det `N` minus `s`² times the product of the determinants left when `u` is deleted from `M` and `w` from `N`. The entries may lie in any commutative ring, and neither `M` nor `N` need be symmetric. The proof treats the determinant as a function `D` of the two linked rows, splits each row into its part within the fragment and its part from the bond, and expands by linearity, with a change of sign when the two rows are exchanged.

An attempt in Lean 4 with a fault in it:

```lean
import Mathlib

open Matrix Polynomial

namespace HueckelIsospectralSites

variable {R m n : Type*} [CommRing R] [Fintype m] [DecidableEq m] [Fintype n] [DecidableEq n]

/-- The Hueckel matrix of a fragment after site `u` has been deleted. -/
def deleteSite (A : Matrix m m R) (u : m) : Matrix {i // ¬ i = u} {i // ¬ i = u} R :=
  A.submatrix Subtype.val Subtype.val

/-- Replacing row `u` by the unit vector at `u` gives the determinant of the matrix with
site `u` deleted. -/
theorem det_pinned_row (M : Matrix m m R) (u : m) :
    (M.updateRow u (Pi.single u 1)).det = (deleteSite M u).det := by
  have h1 : toSquareBlockProp (M.updateRow u (Pi.single u 1)) (fun i => i = u) = 1 := by
    ext ⟨i, hi⟩ ⟨j, hj⟩
    change i = u at hi
    change j = u at hj
    subst hi
    subst hj
    simp [toSquareBlockProp_def]
  have h2 : toSquareBlockProp (M.updateRow u (Pi.single u 1)) (fun i => ¬ i = u)
      = deleteSite M u := by
    ext ⟨i, hi⟩ ⟨j, hj⟩
    change M.updateRow u _ i j = M i j
    rw [updateRow_ne hi]
  have hone : ∀ _F : Fintype {i : m // i = u},
      (1 : Matrix {i : m // i = u} {i : m // i = u} R).det = 1 := fun _ => det_one
  rw [twoBlockTriangular_det' (M.updateRow u (Pi.single u 1)) (fun i => i = u)
    (by
      intro i hi j hj
      change i = u at hi
      rw [hi, updateRow_self]
      exact Pi.single_eq_of_ne hj 1), h1, h2, hone, one_mul]

/-- The determinant of two blocks linked by one symmetric pair of entries `s`, written with
the determinants of the blocks and of the blocks with the linked sites deleted. -/
theorem det_linked (M : Matrix m m R) (N : Matrix n n R) (u : m) (w : n) (s : R) :
    (fromBlocks M (Matrix.single u w s) (Matrix.single w u s) N).det
      = M.det * N.det - s ^ 2 * ((deleteSite M u).det * (deleteSite N w).det) := by
  -- `D x y` is the determinant with the two linked rows replaced by `x` and `y`
  obtain ⟨D, hD⟩ : ∃ D : (m ⊕ n → R) → (m ⊕ n → R) → R, ∀ x y, D x y =
      (((fromBlocks M 0 0 N).updateRow (Sum.inl u) x).updateRow (Sum.inr w) y).det :=
    ⟨_, fun _ _ => rfl⟩
  have hc : ∀ x y : m ⊕ n → R,
      ((fromBlocks M 0 0 N).updateRow (Sum.inl u) x).updateRow (Sum.inr w) y
      = ((fromBlocks M 0 0 N).updateRow (Sum.inr w) y).updateRow (Sum.inl u) x := by
    intro x y
    ext i j
    rcases i with i | i <;> simp [updateRow_apply]
  have hy : ∀ x y z, D x (y + z) = D x y + D x z := by
    intro x y z
    simp only [hD, det_updateRow_add]
  have hx : ∀ x y z, D (x + y) z = D x z + D y z := by
    intro x y z
    simp only [hD, hc, det_updateRow_add]
  have hsy : ∀ (c : R) x y, D x (c • y) = c * D x y := by
    intro c x y
    simp only [hD, det_updateRow_smul]
  have hsx : ∀ (c : R) x y, D (c • x) y = c * D x y := by
    intro c x y
    simp only [hD, hc, det_updateRow_smul]
  have hz : ∀ x, D x x = 0 := by
    intro x
    rw [hD]
    refine det_zero_of_row_eq (show (Sum.inl u : m ⊕ n) ≠ Sum.inr w by simp) ?_
    funext j
    simp [updateRow_apply]
  -- exchanging the two rows changes the sign
  have hswap : ∀ x y, D x y + D y x = 0 := by
    intro x y
    have h := hz (x + y)
    simp only [hx, hy, hz] at h
    linear_combination h
  have hv : ∀ x₁ x₂ y₁ y₂, D (Sum.elim x₁ x₂) (Sum.elim y₁ y₂) =
      (fromBlocks (M.updateRow u x₁) ((0 : Matrix m n R).updateRow u x₂)
        ((0 : Matrix n m R).updateRow w y₁) (N.updateRow w y₂)).det := by
    intro x₁ x₂ y₁ y₂
    rw [hD]
    refine congrArg det ?_
    ext (i | i) (j | j) <;> simp [updateRow_apply]
  have z₁ : (0 : Matrix m n R).updateRow u 0 = 0 := by
    ext i j
    simp [updateRow_apply]
  have z₂ : (0 : Matrix n m R).updateRow w 0 = 0 := by
    ext i j
    simp [updateRow_apply]
  have dM : (M.updateRow u 0).det = 0 :=
    det_eq_zero_of_row_eq_zero u (by intro j; simp [updateRow_apply])
  have dN : (N.updateRow w 0).det = 0 :=
    det_eq_zero_of_row_eq_zero w (by intro j; simp [updateRow_apply])
  have h1 : D (Sum.elim (M u) 0) (Sum.elim 0 (N w)) = M.det * N.det := by
    rw [hv, z₁, z₂, updateRow_eq_self, updateRow_eq_self, det_fromBlocks_zero₁₂]
  have h2 : D (Sum.elim (M u) 0) (Sum.elim (Pi.single u 1) 0) = 0 := by
    rw [hv, z₁, det_fromBlocks_zero₁₂, dN, mul_zero]
  have h3 : D (Sum.elim 0 (Pi.single w 1)) (Sum.elim 0 (N w)) = 0 := by
    rw [hv, z₂, det_fromBlocks_zero₂₁, dM, zero_mul]
  have h4 : D (Sum.elim (Pi.single u 1) 0) (Sum.elim 0 (Pi.single w 1))
      = (deleteSite M u).det * (deleteSite N w).det := by
    rw [hv, z₁, z₂, det_fromBlocks_zero₁₂, det_pinned_row, det_pinned_row]
  have hJ : (fromBlocks M (Matrix.single u w s) (Matrix.single w u s) N).det
      = D (Sum.elim (M u) 0 + s • Sum.elim 0 (Pi.single w 1))
          (Sum.elim 0 (N w) + s • Sum.elim (Pi.single u 1) 0) := by
    rw [hD]
    refine congrArg det ?_
    ext (i | i) (j | j) <;>
      simp [updateRow_apply, Matrix.single_apply, Pi.single_apply] <;> grind
  rw [hJ]
  simp only [hx, hy, hsx, hsy]
  linear_combination h1 + s * h2 + s * h3 - s ^ 2 * h4 +
    s ^ 2 * hswap (Sum.elim 0 (Pi.single w 1)) (Sum.elim (Pi.single u 1) 0)

end HueckelIsospectralSites
```

Compiling this gives:

```
Main.lean:104:43: error: numerals are data in Lean, but the expected type is universe polymorphic and may be a proposition
  ?m.819 → ?m.821 : Sort (imax (?u.561 + 1) ?u.559)
Main.lean:105:20: error: numerals are data in Lean, but the expected type is universe polymorphic and may be a proposition
  ?m.838 → ?m.840 : Sort (imax (?u.571 + 1) ?u.569)
Main.lean:112:2: error: ring failed, ring expressions not equal
R : Type u_1
m : Type u_2
n : Type u_3
inst✝⁴ : CommRing R
inst✝³ : Fintype m
inst✝² : DecidableEq m
inst✝¹ : Fintype n
inst✝ : DecidableEq n
M : Matrix m m R
N : Matrix n n R
u : m
w : n
s : R
D : (m ⊕ n → R) → (m ⊕ n → R) → R
hD : ∀ (x y : m ⊕ n → R), D x y = (((fromBlocks M 0 0 N).updateRow (Sum.inl u) x).updateRow (Sum.inr w) y).det
hc :
  ∀ (x y : m ⊕ n → R),
    ((fromBlocks M 0 0 N).updateRow (Sum.inl u) x).updateRow (Sum.inr w) y =
      ((fromBlocks M 0 0 N).updateRow (Sum.inr w) y).updateRow (Sum.inl u) x
hy : ∀ (x y z : m ⊕ n → R), D x (y + z) = D x y + D x z
hx : ∀ (x y z : m ⊕ n → R), D (x + y) z = D x z + D y z
hsy : ∀ (c : R) (x y : m ⊕ n → R), D x (c • y) = c * D x y
hsx : ∀ (c : R) (x y : m ⊕ n → R), D (c • x) y = c * D x y
hz : ∀ (x : m ⊕ n → R), D x x = 0
hswap : ∀ (x y : m ⊕ n → R), D x y + D y x = 0
hv :
  ∀ (x₁ : m → R) (x₂ : n → R) (y₁ : m → R) (y₂ : n → R),
    D (x₁ ⊕ᵥ x₂) (y₁ ⊕ᵥ y₂) =
      (fromBlocks (M.updateRow u x₁) (updateRow 0 u x₂) (updateRow 0 w y₁) (N.updateRow w y₂)).det
z₁ : updateRow 0 u 0 = 0
z₂ : updateRow 0 w 0 = 0
dM : (M.updateRow u 0).det = 0
dN : (N.updateRow w 0).det = 0
h1 : D (M u ⊕ᵥ 0) (0 ⊕ᵥ N w) = M.det * N.det
h2 : D (M u ⊕ᵥ 0) (Pi.single u 1 ⊕ᵥ 0) = 0
h3 : D (0 ⊕ᵥ Pi.single w 1) (0 ⊕ᵥ N w) = 0
h4 : D (Pi.single u 1 ⊕ᵥ 0) (0 ⊕ᵥ Pi.single w 1) = (deleteSite M u).det * (deleteSite N w).det
hJ :
  (fromBlocks M (single u w s) (single w u s) N).det =
    D (M u ⊕ᵥ 0 + s • (sorry ⊕ᵥ Pi.single w 1)) (sorry ⊕ᵥ N w + s • (Pi.single u 1 ⊕ᵥ 0))
⊢ D (M u ⊕ᵥ 0) (sorry ⊕ᵥ N w) + s * D (sorry ⊕ᵥ Pi.single w 1) (sorry ⊕ᵥ N w) - s * D (0 ⊕ᵥ Pi.single w 1) (0 ⊕ᵥ N w) +
          s ^ 2 * D (sorry ⊕ᵥ Pi.single w 1) (Pi.single u 1 ⊕ᵥ 0) -
        s ^ 2 * D (0 ⊕ᵥ Pi.single w 1) (Pi.single u 1 ⊕ᵥ 0) -
      D (M u ⊕ᵥ 0) (0 ⊕ᵥ N w) =
    0
```

Diagnosis. The first two messages concern the `0` that comes first in `Sum.elim 0 (Pi.single w 1)` and in `Sum.elim 0 (N w)`, both in the statement of `hJ`. Each stands inside a sum, where Lean elaborates the terms without first passing down the type that `D` expects. When Lean reached these zeros it knew only that they were functions, with neither domain nor codomain settled, and the codomain might even have been a proposition, so it refused the numeral. In `h1` and `h3` the same expressions are direct arguments of `D`, which supplies the type.

The third message follows from the first two. Lean put `sorry` in place of each rejected zero and carried on, so the expanded goal contained terms such as `D (sorry ⊕ᵥ Pi.single w 1) (sorry ⊕ᵥ N w)`, while `h1`, `h3` and `hswap` speak of the same terms with `0`. `ring` cannot identify the two, and they were left uncancelled.

Writing `(0 : m → R)` in both places fixes the type. The terms then match, and the final `linear_combination` closes the goal unchanged.

After these edits no error is left:

```diff
@@ -102,6 +102,6 @@
     rw [hv, z₁, z₂, det_fromBlocks_zero₁₂, det_pinned_row, det_pinned_row]
   have hJ : (fromBlocks M (Matrix.single u w s) (Matrix.single w u s) N).det
-      = D (Sum.elim (M u) 0 + s • Sum.elim 0 (Pi.single w 1))
-          (Sum.elim 0 (N w) + s • Sum.elim (Pi.single u 1) 0) := by
+      = D (Sum.elim (M u) 0 + s • Sum.elim (0 : m → R) (Pi.single w 1))
+          (Sum.elim (0 : m → R) (N w) + s • Sum.elim (Pi.single u 1) 0) := by
     rw [hD]
     refine congrArg det ?_
```
